# Stiffening or lightening a stable finite harmonic system never lowers its smallest squared frequency

Take a system of coupled masses and springs with stiffness matrix K and mass matrix M, and a second one, K₁ and M₁, that is at least as stiff and at most as heavy. If K₁, K₁ − K and M − M₁ are positive semidefinite and M₁ is positive definite, then the smallest real root w of det(K − wM) is at most the smallest real root w₁ of det(K₁ − w₁M₁).

The roots are squared frequencies. Undamped small oscillations obey M q̈ = −K q, and inserting q(t) = x cos(ωt) gives

K x = w M x, with w = ω².

The conditions compare energies. No displacement lowers the potential energy of the second system, every motion of it carries kinetic energy, and each displacement costs at least as much potential energy in it as in the first. Each velocity carries at most as much kinetic energy.

## From the Rayleigh quotient to the comparison

Write q_A(x) = x†Ax for a Hermitian matrix A, and let

R(x) = q_K(x) / q_M(x), x ≠ 0.

**The masses and stiffnesses.** M = M₁ + (M − M₁) is positive definite, and K = K₁ − (K₁ − K) is Hermitian. Nothing more is needed of K; if K is positive semidefinite, so is K₁ = K + (K₁ − K).

**Roots are quotients at modes.** The determinant of K − wM vanishes exactly when some x ≠ 0 satisfies Kx = wMx. Multiplying by x† gives q_K(x) = w q_M(x), and q_M(x) > 0, so R(x) = w.

**The minimum is a root.** For real c ≠ 0 both forms scale by c², so R(cx) = R(x). It is therefore enough to minimise R on the unit sphere, which is compact and, for size at least one, nonempty. R is continuous there and attains a minimum w at some x₀. For every x,

q_K(x) − w q_M(x) ≥ 0,

with equality at x₀. Hence A = K − wM is positive semidefinite and x₀†Ax₀ = 0. For any y and real t,

0 ≤ (x₀ + ty)†A(x₀ + ty) = 2t Re(y†Ax₀) + t² y†Ay.

This holds for small t of both signs only if Re(y†Ax₀) = 0. Choosing y = Ax₀ gives Ax₀ = 0, so w is a root. Any other real root is the value of R at its own mode, and so is at least w.

**Comparing the systems.** Let y now be a lowest mode of the second system. Then

w ≤ q_K(y)/q_M(y) ≤ q_K₁(y)/q_M(y) ≤ q_K₁(y)/q_M₁(y) = w₁.

The first step is minimality, the second uses q_K ≤ q_K₁, and the third uses q_M₁ ≤ q_M together with q_K₁(y) ≥ 0. If K₁ − K is positive definite, the second step is strict.

## Two masses between walls

Two unit masses are joined to each other by a spring of stiffness 1 and to the walls by springs of stiffness 2. Then K₁ has rows (3, −1) and (−1, 3), M₁ is the identity, and the roots are 2 and 4. The lowest normalised mode is y = (1, 1)/√2.

Now weaken the wall springs to 1 and double the first mass. K has rows (2, −1) and (−1, 2), M = diag(2, 1), and

det(K − wM) = (2 − 2w)(2 − w) − 1 = 2w² − 6w + 3.

The smaller root is (3 − √3)/2 ≈ 0.634. At y the forms are q_K = 1, q_M = 3/2, q_K₁ = 2 and q_M₁ = 1, so the chain reads

0.634 ≤ 2/3 ≤ 4/3 ≤ 2.

## Matrices, forms and squared frequencies in Lean

The entries lie in `𝕜`, which is the real or the complex numbers. The letter `n` denotes the finite set of coordinate labels, not their number.

```lean
import Mathlib

open Matrix
open scoped ComplexOrder

namespace RayleighStiffnessMass

noncomputable section

variable {𝕜 n : Type*} [RCLike 𝕜] [Fintype n]
```

The quadratic form is x†Ax, with `star x` for the conjugated vector. Taking the real part makes it a real number for every matrix; for Hermitian A it discards nothing.

```lean
/-- The real part of the quadratic form `x* A x` of a matrix `A` at the displacement `x`. -/
def quadForm (A : Matrix n n 𝕜) (x : n → 𝕜) : ℝ :=
  RCLike.re (star x ⬝ᵥ (A *ᵥ x))
```

The quotient needs no normalised vector. At a mass-normalised one, with x†Mx = 1, it is simply x†Kx.

```lean
/-- The Rayleigh quotient `x* K x / x* M x` of stiffness `K` and mass `M`, meant for
positive definite `M` and nonzero `x`. -/
def rayleigh (K M : Matrix n n 𝕜) (x : n → 𝕜) : ℝ :=
  quadForm K x / quadForm M x
```

The spectrum is defined by the determinant, as a set of real numbers. Its members are values of ω², and a negative member signals an instability instead of an oscillation. A set records no multiplicities.

```lean
/-- The squared frequencies of the system with stiffness `K` and mass `M`: the real roots `w`
of `det (K - w M)`. -/
def squaredFrequencies [DecidableEq n] (K M : Matrix n n 𝕜) : Set ℝ :=
  {w | (K - (w : 𝕜) • M).det = 0}
```

A different model would use the eigenvalues of the Hermitian matrix M^(−1/2) K M^(−1/2). The spectral theorem would then supply an ordered list with multiplicities, but the two systems would be written in different mass-weighted coordinates, and the comparison would have to translate between them. The quotient compares both at the same displacement.

## Signs, differences and rescaling

Mathlib's `PosSemidef` and `PosDef` include the Hermitian property. The first two lemmas extract the real inequalities used above, and the third turns a condition on K₁ − K into a comparison of two forms.

```lean
/-- The quadratic form of a positive semidefinite matrix is nonnegative. -/
lemma quadForm_nonneg {A : Matrix n n 𝕜} (hA : A.PosSemidef) (x : n → 𝕜) :
    0 ≤ quadForm A x :=
  (RCLike.nonneg_iff.mp (hA.dotProduct_mulVec_nonneg x)).1

/-- The quadratic form of a positive definite matrix is positive at nonzero vectors. -/
lemma quadForm_pos {A : Matrix n n 𝕜} (hA : A.PosDef) {x : n → 𝕜} (hx : x ≠ 0) :
    0 < quadForm A x :=
  (RCLike.pos_iff.mp (hA.dotProduct_mulVec_pos hx)).1

/-- The quadratic form is additive over differences of matrices. -/
lemma quadForm_sub (A B : Matrix n n 𝕜) (x : n → 𝕜) :
    quadForm (A - B) x = quadForm A x - quadForm B x := by
  simp only [quadForm, Matrix.sub_mulVec, dotProduct_sub, map_sub]
```

The scaling lemma first shows that each form acquires the factor c², then cancels it from the quotient.

```lean
/-- The Rayleigh quotient does not change when the displacement is rescaled by a nonzero
real amplitude. -/
lemma rayleigh_smul (K M : Matrix n n 𝕜) (x : n → 𝕜) {c : ℝ} (hc : c ≠ 0) :
    rayleigh K M ((c : 𝕜) • x) = rayleigh K M x := by
  have h : ∀ A : Matrix n n 𝕜, quadForm A ((c : 𝕜) • x) = c ^ 2 * quadForm A x := by
    intro A
    simp only [quadForm, Matrix.mulVec_smul, star_smul, smul_dotProduct, dotProduct_smul,
      smul_eq_mul, RCLike.star_def, RCLike.conj_ofReal, RCLike.re_ofReal_mul]
    ring
  rw [rayleigh, h, h, mul_div_mul_left _ _ (pow_ne_zero 2 hc), rayleigh]
```

## Modes and the lowest root

The next theorem replaces a vanishing determinant by a nonzero mode. It holds for any K and M.

```lean
/-- A real number `w` is a squared frequency exactly when some nonzero mode `x` satisfies
`K x = w M x`. -/
theorem mem_squaredFrequencies_iff [DecidableEq n] {K M : Matrix n n 𝕜} {w : ℝ} :
    w ∈ squaredFrequencies K M ↔ ∃ x : n → 𝕜, x ≠ 0 ∧ K *ᵥ x = (w : 𝕜) • (M *ᵥ x) := by
  change (K - (w : 𝕜) • M).det = 0 ↔ _
  rw [← Matrix.exists_mulVec_eq_zero_iff]
  simp only [Matrix.sub_mulVec, Matrix.smul_mulVec, sub_eq_zero]
```

Multiplying the mode equation by x† and dividing by the positive q_M(x) gives the value of the quotient.

```lean
/-- For positive definite mass, the Rayleigh quotient at a nonzero mode is its squared
frequency. -/
theorem rayleigh_of_mode {K M : Matrix n n 𝕜} (hM : M.PosDef) {x : n → 𝕜} (hx : x ≠ 0)
    {w : ℝ} (h : K *ᵥ x = (w : 𝕜) • (M *ᵥ x)) : rayleigh K M x = w := by
  have hq : quadForm K x = w * quadForm M x := by
    unfold quadForm
    rw [h, dotProduct_smul, smul_eq_mul, RCLike.re_ofReal_mul]
  rw [rayleigh, hq, mul_div_cancel_right₀ _ (quadForm_pos hM hx).ne']
```

The minimum principle requires only a Hermitian K and a positive definite M. `Nonempty n` says that there is at least one coordinate, and `IsLeast` says that a number belongs to the set and bounds it from below.

In the proof, `hcont` supplies continuity and `exists_isMinOn` the minimiser on the sphere. Lean's norm here is the largest absolute value of a component, so this "sphere" is not the Euclidean one, but it is compact and meets every ray. `hall` extends the minimum to all nonzero vectors by rescaling. Then `hpsd` establishes that K − wM is positive semidefinite, and `hz` that its form vanishes at x₀. The step from there to (K − wM)x₀ = 0, done above with the variation ty, is Mathlib's `dotProduct_mulVec_zero_iff`. The last bullet shows that no root lies lower.

```lean
/-- Rayleigh's principle: for Hermitian stiffness and positive definite mass of size at least
one, the Rayleigh quotient attains its minimum over nonzero vectors, and this minimum is the
smallest squared frequency. -/
theorem rayleigh_principle [DecidableEq n] [Nonempty n] {K M : Matrix n n 𝕜}
    (hK : K.IsHermitian) (hM : M.PosDef) :
    ∃ x₀ : n → 𝕜, x₀ ≠ 0 ∧ IsLeast (squaredFrequencies K M) (rayleigh K M x₀) ∧
      ∀ x : n → 𝕜, x ≠ 0 → rayleigh K M x₀ ≤ rayleigh K M x := by
  have hcont : ∀ A : Matrix n n 𝕜, Continuous (quadForm A) := by
    intro A
    have h : Continuous fun x : n → 𝕜 => star x ⬝ᵥ (A *ᵥ x) := by
      simp only [dotProduct, Matrix.mulVec, Pi.star_apply]
      fun_prop
    exact RCLike.continuous_re.comp h
  have hne : ∀ x ∈ Metric.sphere (0 : n → 𝕜) 1, x ≠ 0 := by
    rintro x hx rfl
    simp at hx
  have : ProperSpace (n → 𝕜) := FiniteDimensional.proper_rclike 𝕜 (n → 𝕜)
  -- the quotient attains its minimum on the compact unit sphere
  have hc : ContinuousOn (rayleigh K M) (Metric.sphere (0 : n → 𝕜) 1) :=
    ContinuousOn.div (hcont K).continuousOn (hcont M).continuousOn
      (fun x hx => (quadForm_pos hM (hne x hx)).ne')
  obtain ⟨x₀, hx₀, hmin⟩ :=
    (isCompact_sphere (0 : n → 𝕜) 1).exists_isMinOn ⟨1, by simp⟩ hc
  -- by scaling, it is a minimum over all nonzero vectors
  have hall : ∀ x : n → 𝕜, x ≠ 0 → rayleigh K M x₀ ≤ rayleigh K M x := by
    intro x hx
    have hx' : 0 < ‖x‖ := norm_pos_iff.mpr hx
    have hs : ((‖x‖⁻¹ : ℝ) : 𝕜) • x ∈ Metric.sphere (0 : n → 𝕜) 1 := by
      rw [mem_sphere_zero_iff_norm, norm_smul, RCLike.norm_ofReal,
        abs_of_pos (inv_pos.mpr hx'), inv_mul_cancel₀ hx'.ne']
    have h : rayleigh K M x₀ ≤ rayleigh K M (((‖x‖⁻¹ : ℝ) : 𝕜) • x) := hmin hs
    rwa [rayleigh_smul K M x (inv_pos.mpr hx').ne'] at h
  refine ⟨x₀, hne x₀ hx₀, ⟨?_, ?_⟩, hall⟩
  · obtain ⟨w, hw⟩ : ∃ w, w = rayleigh K M x₀ := ⟨_, rfl⟩
    rw [← hw] at hall ⊢
    have hq : ∀ x, quadForm (K - (w : 𝕜) • M) x = quadForm K x - w * quadForm M x := by
      intro x
      rw [quadForm_sub]
      simp only [quadForm, Matrix.smul_mulVec, dotProduct_smul, smul_eq_mul,
        RCLike.re_ofReal_mul]
    have hwM : ((w : 𝕜) • M).IsHermitian := by
      rw [Matrix.IsHermitian, Matrix.conjTranspose_smul, hM.isHermitian.eq, RCLike.star_def,
        RCLike.conj_ofReal]
    have hH := hK.sub hwM
    -- K - w M is positive semidefinite and its form vanishes at the minimiser
    have hpsd : (K - (w : 𝕜) • M).PosSemidef := by
      refine PosSemidef.of_dotProduct_mulVec_nonneg hH fun x => ?_
      refine RCLike.nonneg_iff.mpr ⟨?_, hH.im_star_dotProduct_mulVec_self x⟩
      change 0 ≤ quadForm (K - (w : 𝕜) • M) x
      by_cases hx : x = 0
      · subst hx
        simp [quadForm]
      · have h := (le_div_iff₀ (quadForm_pos hM hx)).mp (hall x hx)
        rw [hq]
        linarith
    have hre : quadForm (K - (w : 𝕜) • M) x₀ = 0 := by
      rw [hq, hw, rayleigh, div_mul_cancel₀ _ (quadForm_pos hM (hne x₀ hx₀)).ne', sub_self]
    have hz : star x₀ ⬝ᵥ ((K - (w : 𝕜) • M) *ᵥ x₀) = 0 := by
      refine RCLike.ext_iff.mpr ⟨?_, ?_⟩
      · rw [map_zero]
        exact hre
      · rw [map_zero]
        exact hH.im_star_dotProduct_mulVec_self x₀
    exact Matrix.exists_mulVec_eq_zero_iff.mp
      ⟨x₀, hne x₀ hx₀, (hpsd.dotProduct_mulVec_zero_iff x₀).mp hz⟩
  · intro w hw
    obtain ⟨x, hx, h⟩ := mem_squaredFrequencies_iff.mp hw
    rw [← rayleigh_of_mode hM hx h]
    exact hall x hx
```

The same principle bears on electronic structure: in a finite non-orthogonal basis, with Hamiltonian matrix K and positive definite overlap matrix M, the lowest root of the secular determinant is the minimum of the energy quotient over all nonzero linear combinations of the basis functions.

## The stiffness-mass inequality

The four hypotheses are those of the opening claim, and the conclusion includes the existence of both smallest roots. `hMpos` and `hKh` derive the properties of M and K. The minimum principle is applied to each system, giving the vector `y` for the second. `h1` and `h2` compare the forms there, and `div_le_div₀` performs the last two steps of the chain at once.

```lean
/-- The Rayleigh stiffness-mass principle: let `K₁`, `K₁ - K` and `M - M₁` be positive
semidefinite and `M₁` positive definite, of size at least one. Then both systems have a smallest
squared frequency, and that of `(K, M)` is at most that of `(K₁, M₁)`. -/
theorem stiffness_mass_principle [DecidableEq n] [Nonempty n] {K K₁ M M₁ : Matrix n n 𝕜}
    (hK₁ : K₁.PosSemidef) (hK : (K₁ - K).PosSemidef)
    (hM₁ : M₁.PosDef) (hM : (M - M₁).PosSemidef) :
    ∃ w w₁ : ℝ, IsLeast (squaredFrequencies K M) w ∧
      IsLeast (squaredFrequencies K₁ M₁) w₁ ∧ w ≤ w₁ := by
  have hMpos : M.PosDef := by
    have h := hM₁.add_posSemidef hM
    rwa [add_sub_cancel] at h
  have hKh : K.IsHermitian := by
    have h := hK₁.isHermitian.sub hK.isHermitian
    rwa [sub_sub_cancel] at h
  obtain ⟨x, _, hl, hmin⟩ := rayleigh_principle hKh hMpos
  obtain ⟨y, hy, hl₁, _⟩ := rayleigh_principle hK₁.isHermitian hM₁
  refine ⟨_, _, hl, hl₁, (hmin y hy).trans ?_⟩
  -- compare both quotients at the lowest mode of the stiffer, lighter system
  have h1 := quadForm_nonneg hK y
  have h2 := quadForm_nonneg hM y
  rw [quadForm_sub] at h1 h2
  exact div_le_div₀ (quadForm_nonneg hK₁ y) (by linarith) (quadForm_pos hM₁ hy) (by linarith)
```

The theorem compares the lowest roots and says nothing about the higher ones, which can be ordered by a min-max argument over subspaces. In a harmonic lattice model with finitely many coordinates, the inequality says that heavier isotopes at unchanged force constants cannot raise the lowest squared frequency, provided the force-constant matrix is positive semidefinite. For a free molecule, or a lattice with periodic boundary conditions that is not tied to fixed points, this is uninformative, since uniform translations put both smallest roots at zero.

What the hypotheses leave to the physicist is the passage from a real structure to the linear, undamped equation M q̈ = −K q.

## Strict increase, and a reversal at negative stiffness

When every nonzero displacement costs strictly more energy in the second system, the inequality is strict. Here w and w₁ are given as the smallest roots, and `hw.unique` identifies w with the minimum found by the principle. The chain is now split into two divisions, because only the change of stiffness is strict.

```lean
/-- If `K₁` and `M - M₁` are positive semidefinite and `K₁ - K` and `M₁` positive definite,
the smallest squared frequency of `(K, M)` is strictly below that of `(K₁, M₁)`. -/
theorem strict_stiffening [DecidableEq n] [Nonempty n] {K K₁ M M₁ : Matrix n n 𝕜}
    (hK₁ : K₁.PosSemidef) (hK : (K₁ - K).PosDef)
    (hM₁ : M₁.PosDef) (hM : (M - M₁).PosSemidef) {w w₁ : ℝ}
    (hw : IsLeast (squaredFrequencies K M) w)
    (hw₁ : IsLeast (squaredFrequencies K₁ M₁) w₁) : w < w₁ := by
  have hMpos : M.PosDef := by
    have h := hM₁.add_posSemidef hM
    rwa [add_sub_cancel] at h
  have hKh : K.IsHermitian := by
    have h := hK₁.isHermitian.sub hK.isHermitian
    rwa [sub_sub_cancel] at h
  obtain ⟨x, _, hl, hmin⟩ := rayleigh_principle hKh hMpos
  obtain ⟨y, hy, h⟩ := mem_squaredFrequencies_iff.mp hw₁.1
  rw [hw.unique hl, ← rayleigh_of_mode hM₁ hy h]
  refine (hmin y hy).trans_lt ?_
  have h1 := quadForm_pos hK hy
  have h2 := quadForm_nonneg hM y
  rw [quadForm_sub] at h1 h2
  exact (div_lt_div_of_pos_right (by linarith) (quadForm_pos hMpos hy)).trans_le
    (div_le_div_of_nonneg_left (quadForm_nonneg hK₁ y) (quadForm_pos hM₁ hy) (by linarith))
```

For a changed mass, a merely Hermitian K₁ is not enough, even if the stiffness stays the same. With K = K₁ = −1 in one dimension, the determinant condition is −1 − wm = 0, where m is the mass, so w = −1/m. Raising m from 1 to 2 moves the only root up from −1 to −1/2: the heavier system departs from its unstable equilibrium more slowly. The proof reduces the 1 × 1 determinant to this linear equation and solves it for both masses.

```lean
/-- With the negative stiffness `-1` in one dimension, raising the mass from `1` to `2` raises
the smallest squared frequency from `-1` to `-1/2`. -/
theorem negative_stiffness_reverses :
    IsLeast (squaredFrequencies (-1 : Matrix (Fin 1) (Fin 1) ℝ) 1) (-1) ∧
      IsLeast (squaredFrequencies (-1 : Matrix (Fin 1) (Fin 1) ℝ) ((2 : ℝ) • 1)) (-1 / 2) := by
  have h : ∀ w m : ℝ, w ∈ squaredFrequencies (-1 : Matrix (Fin 1) (Fin 1) ℝ) (m • 1) ↔
      -1 - w * m = 0 := by
    intro w m
    change Matrix.det _ = 0 ↔ _
    rw [Matrix.det_fin_one]
    simp
  have h1 : ∀ w : ℝ, w ∈ squaredFrequencies (-1 : Matrix (Fin 1) (Fin 1) ℝ) 1 ↔
      -1 - w * 1 = 0 := by
    intro w
    have h' := h w 1
    rwa [one_smul] at h'
  refine ⟨⟨(h1 _).mpr (by norm_num), fun w hw => ?_⟩,
    ⟨(h _ _).mpr (by norm_num), fun w hw => ?_⟩⟩
  · have := (h1 w).mp hw
    linarith
  · have := (h w 2).mp hw
    linarith

end

end RayleighStiffnessMass
```

```lean
#print axioms RayleighStiffnessMass.stiffness_mass_principle
-- 'RayleighStiffnessMass.stiffness_mass_principle' depends on axioms: [propext, Classical.choice, Quot.sound]
#print axioms RayleighStiffnessMass.strict_stiffening
-- 'RayleighStiffnessMass.strict_stiffening' depends on axioms: [propext, Classical.choice, Quot.sound]
#print axioms RayleighStiffnessMass.negative_stiffness_reverses
-- 'RayleighStiffnessMass.negative_stiffness_reverses' depends on axioms: [propext, Classical.choice, Quot.sound]
```
